# Fermi–Dirac identities: the electron–hole product, the Bose function and detailed balance

To obtain the scattering spectrum of non-interacting electrons from the absorptive part of the corresponding linear response, one replaces a sum over pairs of levels weighted by $f_1(1-f_2)$ with a sum weighted by the difference $f_2-f_1$. The first weight requires an occupied initial level and an empty final one; the second appears in the linear response. The replacement works because, for levels of different energy in a common thermal equilibrium, the two weights differ by a factor that depends only on the energy difference and the temperature. At a fixed transition energy this factor can be taken out of the sum.

## From Boltzmann factors to the Bose function

Let $\varepsilon$ be the energy of a level, $\mu$ the chemical potential and $\beta$ the inverse temperature in energy units. With the reduced energy $x=\beta(\varepsilon-\mu)$, the Fermi and Bose functions are

$$f(x)=\frac{1}{1+e^{x}},\qquad n(z)=\frac{1}{e^{z}-1}.$$

The claim is that, for real $x\neq y$,

$$f(x)\,(1-f(y))=n(x-y)\,(f(y)-f(x)),$$

and that, for all real $x$ and $y$,

$$f(x)\,(1-f(y))=e^{y-x}\,f(y)\,(1-f(x)).$$

The hole occupation is a Boltzmann factor times the electron occupation:

$$1-f(x)=\frac{e^x}{1+e^x}=e^x f(x).$$

Hence $f(x)(1-f(y))=e^y f(x)f(y)$, and with the two levels exchanged $f(y)(1-f(x))=e^x f(x)f(y)$. Multiplying the second expression by $e^{y-x}$ gives the first, which is detailed balance.

For the product identity, put the difference of occupations over a common denominator:

$$f(y)-f(x)=\frac{e^x-e^y}{(1+e^x)(1+e^y)}=(e^x-e^y)\,f(x)f(y).$$

Multiplying the numerator and denominator of the Bose function by $e^y$ gives

$$n(x-y)=\frac{1}{e^{x-y}-1}=\frac{e^y}{e^x-e^y}.$$

The product of these two expressions is $e^y f(x)f(y)$, which is $f(x)(1-f(y))$.

### Emission, absorption and coinciding energies

Suppose that an electron drops from $x$ to $y$ and emits a boson whose energy, in units of the thermal energy, is $x-y>0$. Emission carries the factor $1+n$ and absorption in the reverse transition the factor $n$, where $n$ is the occupation of the boson mode. If the mode is in equilibrium at the temperature of the electrons and has zero chemical potential, then $n=n(x-y)$. Since

$$f(y)(1-f(x))-f(x)(1-f(y))=f(y)-f(x),$$

the product identity can be rearranged to

$$f(x)(1-f(y))(1+n)=f(y)(1-f(x))\,n.$$

The condition $x\neq y$ is needed. At $x=y=0$ the left side of the product identity is $\tfrac12\cdot\tfrac12=\tfrac14$, while the difference on the right vanishes and $n$ is at its pole. In Lean, where $1/0=0$, the right side is $0$ and the identity is false.

The limit $y\to x$ is nevertheless regular. There $n(x-y)$ grows like $1/(x-y)$, so the right side tends to $-f'(x)$. Direct differentiation agrees with the left side:

$$f'(x)=-\frac{e^x}{(1+e^x)^2}=-e^x f(x)^2=-f(x)(1-f(x)).$$

In Fermi–Dirac smearing of independent-particle levels, $-f'$ is the broadened delta function, up to the factor $\beta$ that converts reduced energy to energy.

### Recovering the occupations from balance

Now let levels with reduced energies $x_i$ have unknown occupations $g_i$, with $0<g_i<1$, and suppose that for every pair

$$g_i(1-g_j)=e^{x_j-x_i}\,g_j(1-g_i).$$

Physically, this says that each transition is balanced by its reverse when the ratio of the two rate constants is set by a thermal bath. Choose a reference level $k$ and define

$$m=x_k+\ln\frac{g_k}{1-g_k},\qquad\text{so that}\qquad e^{-m}=e^{-x_k}\,\frac{1-g_k}{g_k}.$$

The condition for the pair $i,k$, divided by $g_i\,g_k\,e^{x_k-x_i}$, gives

$$\frac{1-g_i}{g_i}=e^{x_i-x_k}\,\frac{1-g_k}{g_k}=e^{x_i-m}.$$

Adding 1 to both sides gives $1/g_i=1+e^{x_i-m}$, so $g_i=f(x_i-m)$ for every $i$. Conversely, occupations of this form satisfy the balance condition, because the shift $m$ cancels in $x_j-x_i$. With a single level the condition is trivial, and any occupation strictly between 0 and 1 fixes its own $m$.

## The identities in Lean

The development uses real numbers throughout.

```lean
import Mathlib

namespace FermiDiracIdentities

noncomputable section
```

The Fermi function takes the reduced energy as its only argument, so temperature and chemical potential are already absorbed in it. It gives the occupation of one spin-resolved state, between 0 and 1. The form of the function is a definition here and is not derived from a grand-canonical ensemble.

```lean
/-- The Fermi-Dirac occupation at reduced energy `x`, measured from the chemical potential
in units of the thermal energy. -/
def fermi (x : ℝ) : ℝ := 1 / (1 + Real.exp x)
```

The Bose function is defined for every real argument, including negative ones. A negative argument occurs when the electron moves up in energy, and the product identity holds there too, although $n$ is then no longer the occupation of a physical mode.

```lean
/-- The Bose function of a real argument `z`. For `z > 0` it is the Bose-Einstein occupation of a
mode of reduced energy `z`. -/
def bose (z : ℝ) : ℝ := 1 / (Real.exp z - 1)
```

The first lemma is $1-f(x)=e^xf(x)$. Its proof records the defining relation $f(x)(1+e^x)=1$, and `linear_combination` rearranges it.

```lean
/-- The hole occupation is the electron occupation times the Boltzmann factor `exp x`. -/
theorem one_sub_fermi (x : ℝ) : 1 - fermi x = Real.exp x * fermi x := by
  have hx : fermi x * (1 + Real.exp x) = 1 :=
    div_mul_cancel₀ _ (by positivity)
  linear_combination -hx
```

The difference formula follows from two uses of this lemma, at $x$ and at $y$. Multiplying them by $f(y)$ and $f(x)$ and subtracting cancels the product $f(x)f(y)$ on the left, which takes the place of the common denominator in the derivation above.

```lean
/-- The difference of two Fermi occupations, written as a multiple of their product. -/
theorem fermi_sub_fermi (x y : ℝ) :
    fermi y - fermi x = (Real.exp x - Real.exp y) * (fermi x * fermi y) := by
  linear_combination fermi y * one_sub_fermi x - fermi x * one_sub_fermi y
```

The product identity carries the hypothesis `hxy : x ≠ y`. Since the exponential is injective, this gives $e^x-e^y\neq0$, recorded as `hD`. The step `hn` is the rewriting $n(x-y)=e^y/(e^x-e^y)$, and `hc` cancels the denominator against the same factor in the difference of occupations.

```lean
/-- For two different reduced energies, the product of an electron and a hole occupation is
the Bose function of the energy difference times the difference of the Fermi occupations. -/
theorem fermi_mul_hole_eq_bose {x y : ℝ} (hxy : x ≠ y) :
    fermi x * (1 - fermi y) = bose (x - y) * (fermi y - fermi x) := by
  have hD : Real.exp x - Real.exp y ≠ 0 :=
    sub_ne_zero.mpr (fun h => hxy (Real.exp_injective h))
  -- clear the inner fraction in the Bose function
  have hn : bose (x - y) = Real.exp y / (Real.exp x - Real.exp y) := by
    have h1 : Real.exp (x - y) - 1 = (Real.exp x - Real.exp y) / Real.exp y := by
      rw [Real.exp_sub, sub_div, div_self (Real.exp_ne_zero y)]
    unfold bose
    rw [h1, one_div_div]
  have hc : Real.exp y / (Real.exp x - Real.exp y) * (Real.exp x - Real.exp y)
      = Real.exp y := div_mul_cancel₀ _ hD
  rw [one_sub_fermi y, fermi_sub_fermi x y, hn]
  linear_combination -(fermi x * fermi y) * hc
```

Detailed balance has no hypothesis on $x$ and $y$. After both hole occupations have been replaced by Boltzmann factors, the only remaining ingredient is $e^{y-x}e^x=e^y$.

```lean
/-- Detailed balance: the occupation factors for a transition from `x` to `y` and for its
reverse differ by the Boltzmann factor `exp (y - x)`. -/
theorem detailed_balance (x y : ℝ) :
    fermi x * (1 - fermi y) = Real.exp (y - x) * (fermi y * (1 - fermi x)) := by
  have he : Real.exp (y - x) * Real.exp x = Real.exp y := by
    rw [← Real.exp_add, sub_add_cancel]
  rw [one_sub_fermi y, one_sub_fermi x]
  linear_combination -(fermi x * fermi y) * he
```

The next theorem restores physical variables: `ε₁` and `ε₂` are level energies, `μ` is the chemical potential and `β` the inverse temperature. The hypotheses ask for distinct energies and `β ≠ 0`, which excludes infinite temperature, where all reduced energies coincide. Positivity of `β` is not required. The proof shows that the two reduced energies differ and that $\mu$ cancels in their difference, and then applies the product identity.

```lean
/-- The product identity for two levels of different energies `ε₁` and `ε₂`, at inverse
temperature `β` and chemical potential `μ`. -/
theorem fermi_mul_hole_levels {β ε₁ ε₂ : ℝ} (μ : ℝ) (hβ : β ≠ 0) (hε : ε₁ ≠ ε₂) :
    fermi (β * (ε₁ - μ)) * (1 - fermi (β * (ε₂ - μ)))
      = bose (β * (ε₁ - ε₂)) * (fermi (β * (ε₂ - μ)) - fermi (β * (ε₁ - μ))) := by
  have hne : β * (ε₁ - μ) ≠ β * (ε₂ - μ) := by
    intro h
    have h2 := mul_left_cancel₀ hβ h
    exact hε (by linarith)
  have hd : β * (ε₁ - ε₂) = β * (ε₁ - μ) - β * (ε₂ - μ) := by ring
  rw [hd]
  exact fermi_mul_hole_eq_bose hne
```

The balance between emission and absorption is a linear rearrangement of the product identity, so a single `linear_combination` suffices. The statement concerns occupation factors only. Matrix elements and densities of states, which enter complete transition rates, do not appear in it, and the boson mode is taken to be in equilibrium at the temperature of the electrons, with zero chemical potential.

```lean
/-- The product identity rearranged with the factors `1 + n` and `n`, where `n = bose (x - y)`. For
`x > y` it equates the occupation factors for emission of a boson of reduced energy `x - y`,
spontaneous and stimulated, with those for its absorption in the reverse transition. -/
theorem emission_absorption_balance {x y : ℝ} (hxy : x ≠ y) :
    fermi x * (1 - fermi y) * (1 + bose (x - y))
      = fermi y * (1 - fermi x) * bose (x - y) := by
  linear_combination fermi_mul_hole_eq_bose hxy
```

For coinciding energies, `HasDerivAt fermi (-(fermi x * (1 - fermi x))) x` says that $f$ is differentiable at $x$ and that its derivative there is $-f(x)(1-f(x))$. The proof applies the quotient rule and then brings the result to this form with the hole lemma and field arithmetic.

```lean
/-- At a single reduced energy, the product of electron and hole occupations is minus the
slope of the Fermi function. -/
theorem hasDerivAt_fermi (x : ℝ) :
    HasDerivAt fermi (-(fermi x * (1 - fermi x))) x := by
  have hne : 1 + Real.exp x ≠ 0 := by positivity
  have h := HasDerivAt.fun_div (hasDerivAt_const x (1 : ℝ))
    ((Real.hasDerivAt_exp x).const_add 1) hne
  change HasDerivAt (fun t => 1 / (1 + Real.exp t)) _ x
  refine h.congr_deriv ?_
  rw [one_sub_fermi x]
  unfold fermi
  field_simp
  ring
```

The last theorem is the characterisation of equilibrium occupations. The levels are labelled by an arbitrary nonempty type `ι`, finite or infinite; `x i` is a reduced energy and `g i` an occupation. Different labels may carry the same energy, so degenerate levels are included. The hypothesis `hg` keeps every occupation strictly between 0 and 1, as the Fermi function does at any finite argument. The equivalence then states that balance holds for all pairs exactly when one real number `m` gives `g i = fermi (x i - m)` for every level. If the reduced energies were measured from $\mu$ at inverse temperature $\beta>0$, the chemical potential that describes the occupations is $\mu+m/\beta$.

In the forward direction, the proof takes a reference level `k` and supplies the value of $m$ found above. The step `hexp` establishes $e^{x_i-m}=(1-g_i)/g_i$ from the balance condition for the pair `i`, `k`, and `hsum` adds 1 to obtain $1/g_i$. Only pairs that contain the reference level are used. The reverse direction rewrites $x_j-x_i$ as $(x_j-m)-(x_i-m)$ and applies `detailed_balance`.

```lean
/-- Occupations strictly between 0 and 1 on a nonempty family of levels `x i` satisfy detailed
balance for every pair exactly when they are the Fermi-Dirac occupations at the reduced energies `x
i - m`, with one real number `m` common to all levels. -/
theorem detailed_balance_iff_fermi {ι : Type*} [Nonempty ι] (x g : ι → ℝ)
    (hg : ∀ i, 0 < g i ∧ g i < 1) :
    (∀ i j, g i * (1 - g j) = Real.exp (x j - x i) * (g j * (1 - g i)))
      ↔ ∃ m : ℝ, ∀ i, g i = fermi (x i - m) := by
  constructor
  · intro h
    -- one reference level fixes the chemical potential
    obtain ⟨k⟩ := ‹Nonempty ι›
    refine ⟨x k + Real.log (g k / (1 - g k)), fun i => ?_⟩
    have hk : g k ≠ 0 := (hg k).1.ne'
    have hk' : 0 < 1 - g k := sub_pos.mpr (hg k).2
    have hk'' : 1 - g k ≠ 0 := hk'.ne'
    have hi : g i ≠ 0 := (hg i).1.ne'
    have hE : Real.exp (x k - x i) ≠ 0 := Real.exp_ne_zero _
    have hb := h i k
    have hexp : Real.exp (x i - (x k + Real.log (g k / (1 - g k))))
        = (1 - g i) / g i := by
      rw [show x i - (x k + Real.log (g k / (1 - g k)))
          = -(x k - x i) - Real.log (g k / (1 - g k)) by ring,
        Real.exp_sub, Real.exp_log (div_pos (hg k).1 hk'), Real.exp_neg]
      generalize Real.exp (x k - x i) = E at hb hE ⊢
      rw [div_div_eq_mul_div, div_eq_div_iff hk hi]
      -- multiply the balance condition by the inverse Boltzmann factor
      have hinv : E⁻¹ * E = 1 := inv_mul_cancel₀ hE
      linear_combination E⁻¹ * hb + g k * (1 - g i) * hinv
    have hsum : 1 + (1 - g i) / g i = 1 / g i := by
      rw [sub_div, div_self hi]
      ring
    unfold fermi
    rw [hexp, hsum, one_div_one_div]
  · rintro ⟨m, hm⟩ i j
    have hd : x j - x i = (x j - m) - (x i - m) := by ring
    rw [hm i, hm j, hd]
    exact detailed_balance _ _

end

end FermiDiracIdentities
```

```lean
#print axioms FermiDiracIdentities.fermi_mul_hole_eq_bose
#print axioms FermiDiracIdentities.fermi_mul_hole_levels
#print axioms FermiDiracIdentities.hasDerivAt_fermi
#print axioms FermiDiracIdentities.detailed_balance_iff_fermi
```

```
'FermiDiracIdentities.fermi_mul_hole_eq_bose' depends on axioms: [propext, Classical.choice, Quot.sound]
'FermiDiracIdentities.fermi_mul_hole_levels' depends on axioms: [propext, Classical.choice, Quot.sound]
'FermiDiracIdentities.hasDerivAt_fermi' depends on axioms: [propext, Classical.choice, Quot.sound]
'FermiDiracIdentities.detailed_balance_iff_fermi' depends on axioms: [propext, Classical.choice, Quot.sound]
```
